# Exact exchange lowers the threshold for spin-symmetry breaking in a two-site model at uniform density

Two electrons of opposite spin share two sites, as in a diatomic molecule with one orbital per atom. Hopping favours spreading both electrons evenly over the sites. Exchange rewards each spin for concentrating on one site; with one electron per site, that means up on one and down on the other. If the state is approximated by a single determinant, how much exact exchange does it take before the even arrangement stops being the lowest in energy? The site moments that then appear belong to the approximation: the exact ground state of two electrons in the two-site Hubbard model is a singlet, with no moment on either site.

## The energy as a function of the moment

Let $t>0$ be the hopping amplitude, $U>0$ the on-site repulsion and $a>0$ the fraction of exact exchange; no other exchange or correlation term is included. The sites are numbered 0 and 1. The up electron has real orbital amplitudes $u_0,u_1$ and the down electron $d_0,d_1$, both normalised. The energy is

$$-2t(u_0u_1+d_0d_1)+\frac U2\sum_i(u_i^2+d_i^2)^2-\frac{aU}2\sum_i(u_i^4+d_i^4).$$

Take one electron per site, $u_i^2+d_i^2=1$, and let $m=u_0^2-d_0^2$ be the spin moment on site 0; that on site 1 is $-m$. Then $u_0^2=d_1^2=(1+m)/2$ and $u_1^2=d_0^2=(1-m)/2$. The Hartree term equals $U$. The exchange sum is $1+m^2$, which contributes $-aU(1+m^2)/2$. Each of $2u_0u_1$ and $2d_0d_1$ is $\pm\sqrt{1-m^2}$, and positive signs give the lowest hopping energy. The lowest energy at fixed $m$ is therefore $E(m)+U-aU/2$, with

$$E(m)=-2t\sqrt{1-m^2}-\frac{aU}{2}m^2,\qquad -1\le m\le1.$$

**Claim.** If $aU\le2t$, the only minimiser of $E$ is $m=0$. If $aU>2t$, the minimisers are exactly $m=\pm M$, where $M=\sqrt{1-(2t/(aU))^2}$.

Write $s=\sqrt{1-m^2}$, the bond order, so that $m^2=1-s^2$ and $0\le s\le1$. For $aU\le 2t$, use $E(0)=-2t$:

$$E(m)-E(0)=2t(1-s)-\frac{aU}2(1-s^2)=(1-s)\left(2t-\frac{aU}2(1+s)\right).$$

If $m\ne0$, then $s<1$. The first factor is positive, and the second exceeds $2t-aU\ge0$. Every nonzero moment costs energy.

For $aU>2t$, complete the square:

$$E(m)=\frac{aU}2\left(s-\frac{2t}{aU}\right)^2-\frac{aU}2-\frac{2t^2}{aU}.$$

Since $2t/(aU)<1$, the square can vanish, and it does so exactly when $s=2t/(aU)$, that is, when $m^2=M^2$. At $m=0$ we have $s=1$, so breaking the symmetry gains

$$E(0)-E(M)=\frac{aU}2\left(1-\frac{2t}{aU}\right)^2=\frac{(aU-2t)^2}{2aU}.$$

The critical repulsion is $2t/a$, which falls as $a$ grows. Beyond it, increasing $a$ lowers $2t/(aU)$ and so raises $M$.

## Two exchange fractions at $t=1$, $U=4$

The threshold is $a=1/2$. At $a=5/8$, $aU=2.5$ and $2t/(aU)=0.8$, so $M=0.6$. The energies are $E(0)=-2$ and $E(M)=-1.6-0.45=-2.05$, a gain of $0.05$. At $a=1$, $2t/(aU)=0.5$ and $M=\sqrt3/2\approx0.87$, with $E(M)=-1-1.5=-2.5$ and a gain of $0.5$.

## The determinant energy and its reduction in Lean

```lean
import Mathlib

open Set

namespace HybridDimer

noncomputable section
```

The orbitals are functions `Fin 2 → ℝ`, so they are real and carry the site labels 0 and 1.

```lean
/-- Energy of one up electron in orbital `u` and one down electron in orbital `d` on two sites:
hopping `t`, on-site Hartree repulsion `U`, and a fraction `a` of exact exchange. -/
def determinantEnergy (t U a : ℝ) (u d : Fin 2 → ℝ) : ℝ :=
  -2 * t * (u 0 * u 1 + d 0 * d 1) + U / 2 * ∑ i, (u i ^ 2 + d i ^ 2) ^ 2
    - a * U / 2 * ∑ i, (u i ^ 4 + d i ^ 4)
```

This is a hybrid in a restricted sense: no semilocal exchange or correlation stands in for the missing fraction $1-a$. The parameter `a` is any real number here; the main theorems assume only that it is positive.

```lean
/-- For `t ≥ 0`, the lowest two-site hybrid energy at one electron per site and staggered spin
moment `m`, less the constant `U - aU/2`, for `-1 ≤ m ≤ 1`. -/
def spinEnergy (t U a m : ℝ) : ℝ :=
  -2 * t * √(1 - m ^ 2) - a * U * m ^ 2 / 2

/-- The broken-symmetry moment `√(1 - (2t/(aU))²)`, for `aU > 0` and `0 ≤ 2t ≤ aU`. -/
def brokenMoment (t U a : ℝ) : ℝ := √(1 - (2 * t / (a * U)) ^ 2)
```

The next theorem is the lower bound. Hypothesis `hu` normalises the up orbital and `hn` imposes one electron per site; together they normalise the down orbital. Determinants with unequal site densities are not covered.

```lean
/-- At uniform density, the energy of a determinant with moment `m = u₀² - d₀²` is at least
`spinEnergy` at `m` plus the constant `U - aU/2`. -/
theorem spinEnergy_le_determinantEnergy {t : ℝ} (U a : ℝ) (ht : 0 ≤ t) {u d : Fin 2 → ℝ}
    (hu : u 0 ^ 2 + u 1 ^ 2 = 1) (hn : ∀ i, u i ^ 2 + d i ^ 2 = 1) :
    spinEnergy t U a (u 0 ^ 2 - d 0 ^ 2) + (U - a * U / 2) ≤ determinantEnergy t U a u d := by
  have h1 : u 1 ^ 2 = 1 - u 0 ^ 2 := by linarith
  have h2 : d 0 ^ 2 = 1 - u 0 ^ 2 := by linarith [hn 0]
  have h3 : d 1 ^ 2 = u 0 ^ 2 := by linarith [hn 1]
  have k1 : u 1 ^ 4 = (1 - u 0 ^ 2) ^ 2 := by rw [← h1]; ring
  have k2 : d 0 ^ 4 = (1 - u 0 ^ 2) ^ 2 := by rw [← h2]; ring
  have k3 : d 1 ^ 4 = (u 0 ^ 2) ^ 2 := by rw [← h3]; ring
  -- in each orbital, twice the product of the amplitudes is at most `√(1 - m²)`
  have b1 : 2 * (u 0 * u 1) ≤ √(1 - (u 0 ^ 2 - d 0 ^ 2) ^ 2) := by
    refine (le_abs_self _).trans (Real.abs_le_sqrt (le_of_eq ?_))
    rw [mul_pow, mul_pow, h1, h2]; ring
  have b2 : 2 * (d 0 * d 1) ≤ √(1 - (u 0 ^ 2 - d 0 ^ 2) ^ 2) := by
    refine (le_abs_self _).trans (Real.abs_le_sqrt (le_of_eq ?_))
    rw [mul_pow, mul_pow, h3, h2]; ring
  have hE : determinantEnergy t U a u d = -2 * t * (u 0 * u 1 + d 0 * d 1)
      + (U - a * U / 2) - a * U * (u 0 ^ 2 - d 0 ^ 2) ^ 2 / 2 := by
    simp only [determinantEnergy, Fin.sum_univ_two]
    rw [hn 0, hn 1, k1, k2, k3, h2]; ring
  have hb := mul_le_mul_of_nonneg_left (add_le_add b1 b2) ht
  rw [hE, spinEnergy]
  linarith
```

The steps `b1` and `b2` bound $2u_0u_1$ and $2d_0d_1$ by $\sqrt{1-m^2}$, and `hE` evaluates the Hartree and exchange terms. Multiplying the bounds by $t\ge0$ finishes the argument.

The bound is attained by orbitals with amplitudes $\sqrt{(1\pm m)/2}$, which are normalised, have uniform density and have moment $m$.

```lean
/-- For every moment `m` in `[-1, 1]`, explicit up and down orbitals related by exchange of the
two sites have energy `spinEnergy` at `m` plus the constant `U - aU/2`. -/
theorem determinantEnergy_attained (t U a : ℝ) {m : ℝ} (hm : m ∈ Icc (-1 : ℝ) 1) :
    determinantEnergy t U a ![√((1 + m) / 2), √((1 - m) / 2)] ![√((1 - m) / 2), √((1 + m) / 2)]
      = spinEnergy t U a m + (U - a * U / 2) := by
  have hp : √((1 + m) / 2) ^ 2 = (1 + m) / 2 := Real.sq_sqrt (by linarith [hm.1])
  have hq : √((1 - m) / 2) ^ 2 = (1 - m) / 2 := Real.sq_sqrt (by linarith [hm.2])
  have hp0 := Real.sqrt_nonneg ((1 + m) / 2)
  have hq0 := Real.sqrt_nonneg ((1 - m) / 2)
  generalize √((1 + m) / 2) = p at hp hp0 ⊢
  generalize √((1 - m) / 2) = q at hq hq0 ⊢
  have hs : √(1 - m ^ 2) = 2 * p * q := by
    have h : 1 - m ^ 2 = (2 * p * q) ^ 2 := by
      linear_combination (-4 * q ^ 2) * hp - 2 * (1 + m) * hq
    rw [h, Real.sqrt_sq (by positivity)]
  have p4 : p ^ 4 = ((1 + m) / 2) ^ 2 := by rw [← hp]; ring
  have q4 : q ^ 4 = ((1 - m) / 2) ^ 2 := by rw [← hq]; ring
  simp only [determinantEnergy, spinEnergy, Fin.sum_univ_two, Matrix.cons_val_zero,
    Matrix.cons_val_one]
  rw [hs, p4, q4, hp, hq]; ring
```

With $p$ and $q$ for the two amplitudes, the key identity is `hs`: $\sqrt{1-m^2}=2pq$.

## Locating the minima

The following lemma allows $\sqrt{1-m^2}$ to be squared back to $1-m^2$ on the interval.

```lean
lemma one_sub_sq_nonneg {m : ℝ} (hm : m ∈ Icc (-1 : ℝ) 1) : 0 ≤ 1 - m ^ 2 := by
  nlinarith [mul_nonneg (sub_nonneg.2 hm.2) (sub_nonneg.2 hm.1)]
```

The completed square comes next. Its proof replaces $m^2$ by $1-s^2$ and clears denominators.

```lean
/-- The hybrid energy is a perfect square in the bond order `√(1 - m²)`, centred at `2t/(aU)`,
minus a constant. -/
theorem spinEnergy_eq_sq (t : ℝ) {U a m : ℝ} (hU : 0 < U) (ha : 0 < a)
    (hm : m ∈ Icc (-1 : ℝ) 1) :
    spinEnergy t U a m = a * U / 2 * (√(1 - m ^ 2) - 2 * t / (a * U)) ^ 2
      - (a * U / 2 + 2 * t ^ 2 / (a * U)) := by
  have hs := Real.sq_sqrt (one_sub_sq_nonneg hm)
  have hU' := hU.ne'
  have ha' := ha.ne'
  unfold spinEnergy
  generalize √(1 - m ^ 2) = s at hs ⊢
  rw [show m ^ 2 = 1 - s ^ 2 by linarith]
  field_simp
  ring
```

The candidate moment must lie in the allowed range and have the bond order at which the square vanishes.

```lean
/-- For `2t ≤ aU` the broken-symmetry moment lies in `[0, 1]` and its bond order is
`2t/(aU)`. -/
theorem brokenMoment_spec {t U a : ℝ} (ht : 0 < t) (hU : 0 < U) (ha : 0 < a)
    (h : 2 * t ≤ a * U) :
    brokenMoment t U a ∈ Icc (0 : ℝ) 1 ∧
      √(1 - brokenMoment t U a ^ 2) = 2 * t / (a * U) := by
  have r0 : 0 ≤ 2 * t / (a * U) := by positivity
  have r1 : 2 * t / (a * U) ≤ 1 := (div_le_one (mul_pos ha hU)).2 h
  have hM : brokenMoment t U a ^ 2 = 1 - (2 * t / (a * U)) ^ 2 :=
    Real.sq_sqrt (one_sub_sq_nonneg ⟨by linarith, r1⟩)
  have hM0 : 0 ≤ brokenMoment t U a := Real.sqrt_nonneg _
  refine ⟨⟨hM0, ?_⟩, ?_⟩
  · nlinarith [sq_nonneg (2 * t / (a * U))]
  · rw [hM, sub_sub_cancel, Real.sqrt_sq r0]
```

In the main theorem, `IsMinOn (spinEnergy t U a) (Icc (-1) 1) m` says that the energy at $m$ is no greater than at any point of $[-1,1]$: a global minimum, not merely a stationary point. The equivalences identify all minimisers in the interval.

```lean
/-- The minimum of the hybrid energy over `[-1, 1]` lies only at `m = 0` when `aU ≤ 2t`, and
only at plus or minus the broken-symmetry moment when `aU > 2t`. -/
theorem isMinOn_spinEnergy_iff {t U a m : ℝ} (ht : 0 < t) (hU : 0 < U) (ha : 0 < a)
    (hm : m ∈ Icc (-1 : ℝ) 1) :
    (a * U ≤ 2 * t → (IsMinOn (spinEnergy t U a) (Icc (-1) 1) m ↔ m = 0)) ∧
    (2 * t < a * U → (IsMinOn (spinEnergy t U a) (Icc (-1) 1) m ↔
      m = brokenMoment t U a ∨ m = -brokenMoment t U a)) := by
  have haU : 0 < a * U := mul_pos ha hU
  constructor
  · intro h
    -- every nonzero moment costs energy
    have key : ∀ x ∈ Icc (-1 : ℝ) 1, x ≠ 0 → spinEnergy t U a 0 < spinEnergy t U a x := by
      intro x hx hx0
      have hs := Real.sq_sqrt (one_sub_sq_nonneg hx)
      have hxp : 0 < x ^ 2 := by positivity
      have e0 : spinEnergy t U a 0 = -2 * t := by simp [spinEnergy]
      rw [e0, spinEnergy]
      generalize √(1 - x ^ 2) = s at hs ⊢
      have s1 : 0 < 1 - s := by nlinarith
      have f1 : 0 < 2 * t - a * U * (1 + s) / 2 := by linarith [mul_pos haU s1]
      rw [show x ^ 2 = 1 - s ^ 2 by linarith]
      linarith [mul_pos s1 f1]
    rw [isMinOn_iff]
    constructor
    · intro hmin
      by_contra h0
      exact absurd (hmin 0 (by norm_num)) (not_le_of_gt (key m hm h0))
    · rintro rfl x hx
      by_cases hx0 : x = 0
      · rw [hx0]
      · exact (key x hx hx0).le
  · intro h
    obtain ⟨hM, hb⟩ := brokenMoment_spec ht hU ha h.le
    have hM' : brokenMoment t U a ∈ Icc (-1 : ℝ) 1 := ⟨by linarith [hM.1], hM.2⟩
    rw [isMinOn_iff, ← sq_eq_sq_iff_eq_or_eq_neg]
    constructor
    · intro hmin
      -- the square in the energy must vanish, which fixes the bond order
      have h1 := hmin _ hM'
      rw [spinEnergy_eq_sq t hU ha hm, spinEnergy_eq_sq t hU ha hM', hb, sub_self] at h1
      have h2 : (√(1 - m ^ 2) - 2 * t / (a * U)) ^ 2 ≤ 0 := by
        by_contra hc
        linarith [mul_pos (half_pos haU) (not_le.1 hc)]
      have h3 := sub_eq_zero.1
        ((pow_eq_zero_iff two_ne_zero).1 (le_antisymm h2 (sq_nonneg _)))
      rw [← hb] at h3
      linarith [(Real.sqrt_inj (one_sub_sq_nonneg hm) (one_sub_sq_nonneg hM')).1 h3]
    · intro hsq x hx
      rw [spinEnergy_eq_sq t hU ha hm, spinEnergy_eq_sq t hU ha hx, hsq, hb, sub_self]
      have := mul_nonneg (half_pos haU).le (sq_nonneg (√(1 - x ^ 2) - 2 * t / (a * U)))
      linarith
```

In the first branch, `key` is the factorisation above, with `s1` and `f1` the positivity of its two factors. In the second, comparing a minimiser with $M$ forces its square to be at most zero, hence zero. Equal bond orders then give $m^2=M^2$. Conversely, if $m^2=M^2$ the square vanishes, and no other moment can do better.

## Energy gain, critical repulsion and growth of the moment

```lean
/-- For `2t ≤ aU` the energy at zero moment exceeds that at the broken-symmetry moment by
`(aU - 2t)²/(2aU)`. -/
theorem symmetryBreaking_gain {t U a : ℝ} (ht : 0 < t) (hU : 0 < U) (ha : 0 < a)
    (h : 2 * t ≤ a * U) :
    spinEnergy t U a 0 - spinEnergy t U a (brokenMoment t U a)
      = (a * U - 2 * t) ^ 2 / (2 * (a * U)) := by
  obtain ⟨hM, hb⟩ := brokenMoment_spec ht hU ha h
  have e0 : spinEnergy t U a 0 = -2 * t := by simp [spinEnergy]
  rw [e0, spinEnergy_eq_sq t hU ha ⟨by linarith [hM.1], hM.2⟩, hb]
  have hU' := hU.ne'
  have ha' := ha.ne'
  field_simp
  ring
```

The gain follows from the completed square at $M$ and the value $E(0)=-2t$. Above the threshold the gain is positive, so $m=0$ loses to $M$; at or below the threshold, the main theorem makes $m=0$ the minimiser. Together these settle when the symmetric state is a minimum.

```lean
/-- The moment `m = 0` minimises `spinEnergy` over `[-1, 1]` exactly when the repulsion `U` is at
most `2t/a`. -/
theorem symmetric_isMinOn_iff {t U a : ℝ} (ht : 0 < t) (hU : 0 < U) (ha : 0 < a) :
    IsMinOn (spinEnergy t U a) (Icc (-1) 1) 0 ↔ U ≤ 2 * t / a := by
  rw [le_div_iff₀ ha, mul_comm U a]
  constructor
  · intro hmin
    by_contra hc
    have h := not_le.1 hc
    obtain ⟨hM, -⟩ := brokenMoment_spec ht hU ha h.le
    have h1 := isMinOn_iff.1 hmin (brokenMoment t U a) ⟨by linarith [hM.1], hM.2⟩
    have h2 : 0 < (a * U - 2 * t) ^ 2 / (2 * (a * U)) :=
      div_pos (pow_pos (sub_pos.2 h) 2) (by positivity)
    linarith [symmetryBreaking_gain ht hU ha h.le]
  · intro h
    exact ((isMinOn_spinEnergy_iff ht hU ha (by norm_num)).1 h).2 rfl
```

Unrestricted calculations with hybrid functionals can produce such spin-polarised solutions; in this two-site model at uniform density, a larger exchange fraction makes them appear at weaker repulsion. The last theorem shows that it also makes them more strongly polarised.

```lean
/-- From the threshold `2t ≤ aU` on, a larger exchange fraction gives a strictly larger
broken-symmetry moment. -/
theorem brokenMoment_lt {t U a b : ℝ} (ht : 0 < t) (hU : 0 < U) (ha : 0 < a)
    (h : 2 * t ≤ a * U) (hab : a < b) : brokenMoment t U a < brokenMoment t U b := by
  have hb : 0 < b := ha.trans hab
  have r0 : 0 ≤ 2 * t / (a * U) := by positivity
  have r1 : 2 * t / (a * U) ≤ 1 := (div_le_one (mul_pos ha hU)).2 h
  have q0 : 0 ≤ 2 * t / (b * U) := by positivity
  have hr : 2 * t / (b * U) < 2 * t / (a * U) := by gcongr
  exact Real.sqrt_lt_sqrt (one_sub_sq_nonneg ⟨by linarith, r1⟩)
    (by linarith [pow_lt_pow_left₀ hr q0 two_ne_zero])

end

end HybridDimer
```

The proof compares $2t/(bU)<2t/(aU)$, squares both sides and uses the strict monotonicity of the square root.

```lean
#print axioms HybridDimer.determinantEnergy_attained
#print axioms HybridDimer.symmetryBreaking_gain
#print axioms HybridDimer.symmetric_isMinOn_iff
#print axioms HybridDimer.brokenMoment_lt
```

```
'HybridDimer.determinantEnergy_attained' depends on axioms: [propext, Classical.choice, Quot.sound]
'HybridDimer.symmetryBreaking_gain' depends on axioms: [propext, Classical.choice, Quot.sound]
'HybridDimer.symmetric_isMinOn_iff' depends on axioms: [propext, Classical.choice, Quot.sound]
'HybridDimer.brokenMoment_lt' depends on axioms: [propext, Classical.choice, Quot.sound]
```
